# Without Jordan–Wigner strings, a uniformly coupled triangle has a different spectrum

Spinless fermions hop between three sites, numbered 0, 1 and 2, each pair of which is coupled. With $c_j$ the operator that removes a fermion from site $j$, and complex hopping amplitudes $u,v,w$, the Hamiltonian is

$$H = u\,c_0^\dagger c_1 + v\,c_1^\dagger c_2 + w\,c_2^\dagger c_0 + \text{h.c.}$$

To put this problem on three qubits, the Jordan–Wigner encoding attaches to each ladder operator a string of parity operators on the earlier sites. If the strings are left out, $H$ becomes a spin Hamiltonian of the same form. The two Hamiltonians are not similar whenever $\mathrm{Re}(uvw)\neq 0$, and for $u=v=w=1$ the fermions have an eigenvalue that the spins lack.

In Lean 4 with Mathlib:

```lean
import Mathlib

open Matrix
open scoped Kronecker

namespace JordanWignerTriangle

noncomputable section
```

A basis state $|n_0n_1n_2\rangle$ lists the occupations, with 0 for empty and 1 for occupied. Operators are complex $8\times 8$ matrices whose rows and columns are labelled by such triples.

```lean
/-- Operators on three qubits, as matrices in the occupation basis. -/
abbrev Op := Matrix (Fin 2 × Fin 2 × Fin 2) (Fin 2 × Fin 2 × Fin 2) ℂ
```

The one-site ladder operator is $\sigma=|0\rangle\langle 1|$. The plain letter $\sigma$ does not denote a Pauli matrix here.

```lean
/-- The ladder operator of one qubit, which takes the occupied state to the empty one. -/
def σ : Matrix (Fin 2) (Fin 2) ℂ := !![0, 1; 0, 0]
```

A diagonal operator gives the occupied state a factor $s$, $\mathrm{phase}(s)=\mathrm{diag}(1,s)$.

```lean
/-- The one-qubit operator that multiplies the occupied state by `s`. -/
def phase (s : ℂ) : Matrix (Fin 2) (Fin 2) ℂ := !![1, 0; 0, s]
```

At $s=-1$ it is the parity of the site, $Z=\mathrm{diag}(1,-1)$.

```lean
/-- The Pauli matrix `Z`, the parity of one site. -/
def Z : Matrix (Fin 2) (Fin 2) ℂ := phase (-1)
```

Without strings, the operators are $\sigma\otimes1\otimes1$, $1\otimes\sigma\otimes1$ and $1\otimes1\otimes\sigma$. On different sites they commute, as spin operators do.

```lean
/-- The bare spin ladder operators on three sites, without strings. -/
def spin : Fin 3 → Op :=
  ![σ ⊗ₖ (1 ⊗ₖ 1), 1 ⊗ₖ (σ ⊗ₖ 1), 1 ⊗ₖ (1 ⊗ₖ σ)]
```

With strings, they are

$$c_0=\sigma\otimes1\otimes1,\qquad c_1=Z\otimes\sigma\otimes1,\qquad c_2=Z\otimes Z\otimes\sigma .$$

```lean
/-- The Jordan-Wigner annihilation operators: each ladder operator carries a string of `Z`
on the sites before it. -/
def fermi : Fin 3 → Op :=
  ![σ ⊗ₖ (1 ⊗ₖ 1), Z ⊗ₖ (σ ⊗ₖ 1), Z ⊗ₖ (Z ⊗ₖ σ)]
```

The step from these matrices to physical fermions is the canonical anticommutation relations. They hold for the standard Jordan–Wigner operators, but they are used here as background and not derived.

A single function builds $H$ from either family, so the strings are the only difference between the two cases. In the code `ᴴ` is the adjoint, `star` complex conjugation and `⊗ₖ` the Kronecker product.

```lean
/-- The hopping Hamiltonian on a triangle, `u c₀†c₁ + v c₁†c₂ + w c₂†c₀` plus its Hermitian
conjugate, for a given family `c` of annihilation operators. -/
def hopping (c : Fin 3 → Op) (u v w : ℂ) : Op :=
  u • ((c 0)ᴴ * c 1) + star u • ((c 1)ᴴ * c 0)
    + v • ((c 1)ᴴ * c 2) + star v • ((c 2)ᴴ * c 1)
    + w • ((c 2)ᴴ * c 0) + star w • ((c 0)ᴴ * c 2)
```

## One sign survives, on the middle site

Both Hamiltonians turn out to be cases of one matrix, in which a jump between sites 0 and 2 acquires a factor $s$ if site 1 is occupied:

$$H_s = u\,\sigma^\dagger\!\otimes\sigma\otimes1 + v\,1\otimes\sigma^\dagger\!\otimes\sigma + w\,\sigma\otimes\mathrm{phase}(s)\otimes\sigma^\dagger + \dots$$

The dots stand for the reverse jumps, with conjugated amplitudes and the same $s$. For $s=\pm1$ they are the Hermitian conjugate.

```lean
/-- Hopping on a triangle in which a jump between the outer sites picks up the factor `s`
when the middle site is occupied. -/
def stringHopping (s u v w : ℂ) : Op :=
  u • (σᴴ ⊗ₖ (σ ⊗ₖ 1)) + star u • (σ ⊗ₖ (σᴴ ⊗ₖ 1))
    + v • (1 ⊗ₖ (σᴴ ⊗ₖ σ)) + star v • (1 ⊗ₖ (σ ⊗ₖ σᴴ))
    + w • (σ ⊗ₖ (phase s ⊗ₖ σᴴ)) + star w • (σᴴ ⊗ₖ (phase s ⊗ₖ σ))
```

For bare spins, $\mathrm{phase}(1)=1$, and multiplying the Kronecker products factor by factor gives $H_1$.

```lean
/-- For bare spins a jump over the middle site has the factor `1`. -/
theorem hopping_spin (u v w : ℂ) : hopping spin u v w = stringHopping 1 u v w := by
  have h1 : phase 1 = 1 := by
    ext i j; fin_cases i <;> fin_cases j <;> simp [phase]
  simp [hopping, spin, stringHopping, h1, conjTranspose_kronecker, ← mul_kronecker_mul]
```

For fermions, $Z^\dagger=Z$ and $Z^2=1$. Also $Z\sigma=\sigma$, because $\sigma$ leaves the site empty, where $Z$ has the value 1; taking adjoints gives $\sigma^\dagger Z=\sigma^\dagger$. Therefore

$$\begin{aligned}
c_0^\dagger c_1&=\sigma^\dagger Z\otimes\sigma\otimes1=\sigma^\dagger\otimes\sigma\otimes1,\\
c_1^\dagger c_2&=Z^2\otimes\sigma^\dagger Z\otimes\sigma=1\otimes\sigma^\dagger\otimes\sigma,\\
c_2^\dagger c_0&=Z\sigma\otimes Z\otimes\sigma^\dagger=\sigma\otimes Z\otimes\sigma^\dagger .
\end{aligned}$$

Only the last bond keeps a $Z$, so the fermion Hamiltonian is $H_{-1}$.

```lean
/-- For Jordan-Wigner fermions the strings cancel except on the middle site, where a jump
over an occupied site has the factor `-1`. -/
theorem hopping_fermi (u v w : ℂ) : hopping fermi u v w = stringHopping (-1) u v w := by
  have hZ : phase (-1) = Z := rfl
  have hH : Zᴴ = Z := by
    ext i j; fin_cases i <;> fin_cases j <;> simp [Z, phase]
  have hZZ : Z * Z = 1 := by
    ext i j; fin_cases i <;> fin_cases j <;> simp [Z, phase, Matrix.mul_apply]
  have hZσ : Z * σ = σ := by
    ext i j; fin_cases i <;> fin_cases j <;> simp [Z, phase, σ, Matrix.mul_apply]
  have hσZ : σᴴ * Z = σᴴ := by
    rw [← hH, ← conjTranspose_mul, hZσ]
  simp [hopping, fermi, stringHopping, hZ, hH, hZZ, hZσ, hσZ, conjTranspose_kronecker,
    ← mul_kronecker_mul]
```

The facts `hH`, `hZZ`, `hZσ` and `hσZ` are the four identities above. The final `simp` applies them to all six terms.

## Closed loops in the third moment

The trace of $H_s^3$ sums the products of matrix elements along closed paths of three steps. Each jump conserves the particle number, and $H_s$ has no diagonal elements. The empty and full states contribute nothing.

With one particle, a closed path of three steps must go once around the triangle. There are three starting points and two directions, and the middle site is always empty during a jump between the outer ones. The contribution is $3(uvw+\overline{uvw})$.

With two particles, the empty site travels around the triangle instead. Each loop contains exactly one jump between sites 0 and 2, now over an occupied site, so the contribution is $3s(uvw+\overline{uvw})$. Together,

$$\mathrm{tr}\,H_s^3 = 3(1+s)\,(uvw+\overline{uvw}).$$

```lean
/-- The third moment collects the closed loops around the triangle: those of one particle
have weight `1`, those of two particles have weight `s`. -/
theorem trace_stringHopping_cube (s u v w : ℂ) :
    trace (stringHopping s u v w ^ 3) = 3 * (1 + s) * (u * v * w + star (u * v * w)) := by
  -- write the trace as a sum over closed paths of three steps
  simp only [Matrix.trace, Matrix.diag_apply, pow_succ, pow_zero, one_mul, Matrix.mul_apply,
    Fintype.sum_prod_type, Fin.sum_univ_two]
  -- insert the matrix elements
  simp [stringHopping, σ, phase]
  ring
```

The proof does not sort paths by particle number. It expands the trace over all of them, inserts the matrix elements and lets `ring` collect what remains.

Since $uvw+\overline{uvw}=2\,\mathrm{Re}(uvw)$, the values $s=-1$ and $s=1$ give

$$\mathrm{tr}\,H_{\text{fermi}}^3=0,\qquad \mathrm{tr}\,H_{\text{spin}}^3=12\,\mathrm{Re}(uvw).$$

For fermions the loops of one and two particles cancel; for spins they add.

```lean
/-- On a triangle with hopping amplitudes `u`, `v`, `w` the trace of `H³` vanishes for
Jordan-Wigner fermions and equals `12 Re(uvw)` for bare spin ladder operators. -/
theorem trace_cube (u v w : ℂ) :
    trace (hopping fermi u v w ^ 3) = 0 ∧
      trace (hopping spin u v w ^ 3) = 12 * ((u * v * w).re : ℂ) := by
  have h : u * v * w + star (u * v * w) = 2 * ((u * v * w).re : ℂ) :=
    (Complex.add_conj _).trans (by rw [Complex.ofReal_mul, Complex.ofReal_ofNat])
  rw [hopping_fermi, hopping_spin, trace_stringHopping_cube, trace_stringHopping_cube, h]
  constructor <;> ring
```

At $u=v=w=1$ the two traces are 0 and 12.

```lean
/-- With all amplitudes equal to one, the trace of `H³` is `0` for the fermions and `12` for
the bare spins. -/
theorem trace_cube_uniform :
    trace (hopping fermi 1 1 1 ^ 3) = 0 ∧ trace (hopping spin 1 1 1 ^ 3) = 12 := by
  simpa using trace_cube 1 1 1
```

## No change of basis repairs the omission

Suppose that $H_{\text{spin}}=PH_{\text{fermi}}P^{-1}$ with $P$ invertible. Then $H_{\text{spin}}^3=PH_{\text{fermi}}^3P^{-1}$, and by cyclicity

$$12\,\mathrm{Re}(uvw)=\mathrm{tr}\,H_{\text{spin}}^3=\mathrm{tr}\,H_{\text{fermi}}^3=0 .$$

This contradicts $\mathrm{Re}(uvw)\neq0$. For real nonzero amplitudes the phase of $uvw$ is $0$ or $\pi$, and a magnetic flux through the triangle shifts it. The condition says that all three bonds are present and that this phase is not $\pm\pi/2$.

```lean
/-- If `Re(uvw)` is not zero, no invertible change of basis turns the fermion Hamiltonian
into the one without strings. -/
theorem not_similar (u v w : ℂ) (h : (u * v * w).re ≠ 0) :
    ¬ ∃ P : Opˣ, hopping spin u v w = (P : Op) * hopping fermi u v w * ((P⁻¹ : Opˣ) : Op) := by
  rintro ⟨P, hP⟩
  obtain ⟨hF, hS⟩ := trace_cube u v w
  -- the trace of the cube does not change under similarity
  rw [hP, Units.conj_pow, Matrix.trace_mul_cycle, Units.inv_mul, one_mul, hF] at hS
  have h12 : ((u * v * w).re : ℂ) = 0 := by linear_combination (-1 / 12 : ℂ) * hS
  exact h (Complex.ofReal_eq_zero.mp h12)
```

`Opˣ` is the type of invertible matrices, so the statement excludes every similarity, not just the unitary ones. In the proof, `Units.conj_pow` takes the cube inside the conjugation and `Matrix.trace_mul_cycle` is the cyclicity of the trace. As both Hamiltonians are Hermitian, the spectral theorem turns non-similarity into a difference in eigenvalues or their multiplicities.

## An energy that only the fermions have

For $u=v=w=1$, let $x_{n_0n_1n_2}$ be the amplitudes of a state. In the one-particle sector, $H_s$ replaces each amplitude by the sum of the other two. The two-particle sector has the same form, except that the link between $|011\rangle$ and $|110\rangle$ carries $s$:

$$\begin{aligned}
(H_sx)_{011}&=x_{101}+s\,x_{110},\\
(H_sx)_{101}&=x_{011}+x_{110},\\
(H_sx)_{110}&=x_{101}+s\,x_{011}.
\end{aligned}$$

The empty and full states are sent to zero.

```lean
/-- The action of the uniform hopping Hamiltonian on the eight amplitudes of a state. -/
theorem stringHopping_mulVec (s : ℂ) (x : Fin 2 × Fin 2 × Fin 2 → ℂ) :
    (stringHopping s 1 1 1 *ᵥ x) (0, 0, 0) = 0 ∧
    (stringHopping s 1 1 1 *ᵥ x) (0, 0, 1) = x (0, 1, 0) + x (1, 0, 0) ∧
    (stringHopping s 1 1 1 *ᵥ x) (0, 1, 0) = x (0, 0, 1) + x (1, 0, 0) ∧
    (stringHopping s 1 1 1 *ᵥ x) (1, 0, 0) = x (0, 0, 1) + x (0, 1, 0) ∧
    (stringHopping s 1 1 1 *ᵥ x) (0, 1, 1) = x (1, 0, 1) + s * x (1, 1, 0) ∧
    (stringHopping s 1 1 1 *ᵥ x) (1, 0, 1) = x (0, 1, 1) + x (1, 1, 0) ∧
    (stringHopping s 1 1 1 *ᵥ x) (1, 1, 0) = x (1, 0, 1) + s * x (0, 1, 1) ∧
    (stringHopping s 1 1 1 *ᵥ x) (1, 1, 1) = 0 := by
  refine ⟨?_, ?_, ?_, ?_, ?_, ?_, ?_, ?_⟩ <;>
    simp [Matrix.mulVec, dotProduct, Fintype.sum_prod_type, Fin.sum_univ_two,
      stringHopping, σ, phase]
  -- only the order of two terms is left to settle
  ring
```

For fermions, $s=-1$, take $x_{011}=1$, $x_{101}=-1$, $x_{110}=1$ and all other amplitudes zero. The three right-hand sides are $-2$, $2$ and $-2$, which is $-2x$. The normalised eigenstate is $(|011\rangle-|101\rangle+|110\rangle)/\sqrt3$.

For spins, $s=1$, both sectors have the same equations. If $a,b,d$ are the three amplitudes of a sector, the eigenvalue $-2$ requires

$$-2a=b+d,\qquad -2b=a+d,\qquad -2d=a+b .$$

Adding them gives $-2(a+b+d)=2(a+b+d)$, so $a+b+d=0$. Then $-2a=b+d=-a$, hence $a=0$, and likewise $b=d=0$. The empty and full amplitudes satisfy $-2x=0$ and vanish too.

```lean
/-- With all amplitudes equal to one, `-2` is an eigenvalue of the fermion Hamiltonian but
not of the Hamiltonian without strings. -/
theorem eigenvalue_neg_two :
    (∃ x, x ≠ 0 ∧ hopping fermi 1 1 1 *ᵥ x = (-2 : ℂ) • x) ∧
      ∀ x, hopping spin 1 1 1 *ᵥ x = (-2 : ℂ) • x → x = 0 := by
  rw [hopping_fermi, hopping_spin]
  constructor
  · -- a state of two fermions with alternating signs
    let x : Fin 2 × Fin 2 × Fin 2 → ℂ := fun p =>
      if p = (0, 1, 1) then 1 else if p = (1, 0, 1) then -1 else if p = (1, 1, 0) then 1 else 0
    refine ⟨x, fun h => ?_, ?_⟩
    · have h1 := congrFun h (0, 1, 1)
      simp [x] at h1
    · obtain ⟨h0, h1, h2, h3, h4, h5, h6, h7⟩ := stringHopping_mulVec (-1) x
      simp only [funext_iff, Prod.forall, Fin.forall_fin_two, Pi.smul_apply, smul_eq_mul,
        h0, h1, h2, h3, h4, h5, h6, h7]
      norm_num [x]
  · intro x hx
    obtain ⟨h0, h1, h2, h3, h4, h5, h6, h7⟩ := stringHopping_mulVec 1 x
    simp only [hx, Pi.smul_apply, smul_eq_mul] at h0 h1 h2 h3 h4 h5 h6 h7
    simp only [funext_iff, Prod.forall, Fin.forall_fin_two, Pi.zero_apply]
    -- the equations separate into sectors of fixed particle number
    refine ⟨⟨⟨?_, ?_⟩, ?_, ?_⟩, ⟨?_, ?_⟩, ?_, ?_⟩
    · linear_combination (-1 / 2 : ℂ) * h0
    · linear_combination (-3 / 4 : ℂ) * h1 + (1 / 4 : ℂ) * h2 + (1 / 4 : ℂ) * h3
    · linear_combination (1 / 4 : ℂ) * h1 - (3 / 4 : ℂ) * h2 + (1 / 4 : ℂ) * h3
    · linear_combination (-3 / 4 : ℂ) * h4 + (1 / 4 : ℂ) * h5 + (1 / 4 : ℂ) * h6
    · linear_combination (1 / 4 : ℂ) * h1 + (1 / 4 : ℂ) * h2 - (3 / 4 : ℂ) * h3
    · linear_combination (1 / 4 : ℂ) * h4 - (3 / 4 : ℂ) * h5 + (1 / 4 : ℂ) * h6
    · linear_combination (1 / 4 : ℂ) * h4 + (1 / 4 : ℂ) * h5 - (3 / 4 : ℂ) * h6
    · linear_combination (-1 / 2 : ℂ) * h7
```

The first half of the theorem supplies a nonzero vector, since an eigenvector must be nonzero; the second half says that any solution for the spins is zero. Each `linear_combination` in a three-state sector combines its three equations into a single amplitude, which merges the two steps of the elimination above.

## On the open chain the strings drop out of the Hamiltonian

If $w=0$, the only terms of $H_s$ that contain $s$ disappear. Then $H_{-1}=H_1$, and the two Hamiltonians are the same matrix for all $u$ and $v$.

```lean
/-- On the open chain, where the outer sites are not coupled, the Hamiltonians with and
without strings are the same matrix. -/
theorem open_chain (u v : ℂ) : hopping fermi u v 0 = hopping spin u v 0 := by
  rw [hopping_fermi, hopping_spin]
  simp [stringHopping]

end

end JordanWignerTriangle
```

The non-similarity theorem therefore needs a condition that at least excludes $w=0$. For qubit simulations of electrons, this non-interacting three-site model shows that an encoding without strings can reproduce the Hamiltonian of the open chain and still give wrong energies once the chain is closed into a ring. Even on the open chain, the operator $c_0^\dagger c_2$ keeps its $Z$ on the middle site, so its expectation value can come out wrong if the string is left out.

```lean
#print axioms JordanWignerTriangle.hopping_fermi
#print axioms JordanWignerTriangle.trace_cube_uniform
#print axioms JordanWignerTriangle.eigenvalue_neg_two
#print axioms JordanWignerTriangle.open_chain
```

```
'JordanWignerTriangle.hopping_fermi' depends on axioms: [propext, Classical.choice, Quot.sound]
'JordanWignerTriangle.trace_cube_uniform' depends on axioms: [propext, Classical.choice, Quot.sound]
'JordanWignerTriangle.eigenvalue_neg_two' depends on axioms: [propext, Classical.choice, Quot.sound]
'JordanWignerTriangle.open_chain' depends on axioms: [propext, Classical.choice, Quot.sound]
```
